# Optimal damping brings a convex energy with L-Lipschitz gradient to within 2Ld²/(k+2) of its minimum after k ≥ 1 steps on a convex set of diameter at most d

**Q:** Before starting a damped SCF run I set a maximum number of iterations. For a target energy error $\varepsilon$, you say that any $k\ge 1$ with $k+2\ge 2Ld^2/\varepsilon$ is enough. For which calculations?

**A:** For those with a convex energy whose gradient is $L$-Lipschitz on a convex set of states of diameter at most $d$, a starting state in that set, exact aufbau steps and exact line searches. The Hartree model without exchange, in a finite orthonormal basis, is an example. Its states are the real symmetric density matrices $D$ with $0\le D\le 1$ and $\operatorname{tr}D=N$, and its energy is $E(D)=\operatorname{tr}(hD)+\tfrac12\operatorname{tr}(D\,J(D))$, with $h$ the one-electron matrix and $J$ the linear, symmetric, positive semidefinite Coulomb map. The gradient is the mean-field matrix $F(D)=h+J(D)$. The file works with an abstract energy, so this identification is an argument by hand.

**Q:** What do $L$ and $d$ stand for there?

**A:** $L$ bounds how strongly the mean field responds to a change of density; here it is the operator norm of $J$. The diameter bound $d$ says how far apart two states can be. In the Frobenius norm, $\|D-D'\|^2\le\operatorname{tr}D^2+\operatorname{tr}D'^2\le 2N$, so $d=\sqrt{2N}$ will do.

**Q:** Derive the rate before you show me any code.

**A:** Let $S$ be the convex set of states and take $x,y\in S$. Along the segment between them,
$$\frac{d}{du}E(x+u(y-x))=\langle F(x+u(y-x)),y-x\rangle\le\langle F(x),y-x\rangle+Lu\|y-x\|^2,$$
by Cauchy–Schwarz and the Lipschitz bound. Integrating from $0$ to $t\in[0,1]$ gives
$$E(x+t(y-x))\le E(x)+t\langle F(x),y-x\rangle+\tfrac L2t^2\|y-x\|^2.$$

Convexity gives $(E(x+t(p-x))-E(x))/t\le E(p)-E(x)$ for $p\in S$ and $0<t\le1$. Letting $t\to0$ yields $\langle F(x),p-x\rangle\le E(p)-E(x)$. If $s$ minimizes $\langle F(x),\cdot\rangle$ over $S$, then
$$E(x)-E(p)\le\langle F(x),x-p\rangle\le\langle F(x),x-s\rangle.$$

The next iterate $x'$ minimizes $E$ on the segment from $x$ to $s$, so it is no worse than the trial point $x+t(s-x)$. Combining the two estimates,
$$E(x')-E(p)\le(1-t)(E(x)-E(p))+\tfrac{Ld^2}{2}t^2.$$

Write $e_k=E(x_k)-E(p)$. In the first step, $t=1$ gives $e_1\le Ld^2/2\le 2Ld^2/3$. If the bound holds at $n\ge1$, take $t=2/(n+2)$:
$$e_{n+1}\le\frac{n}{n+2}\cdot\frac{2Ld^2}{n+2}+\frac{2Ld^2}{(n+2)^2}=2Ld^2\,\frac{n+1}{(n+2)^2}\le\frac{2Ld^2}{n+3},$$
because $(n+1)(n+3)=(n+2)^2-1$.

**Q:** Now the formal side. What is a state?

**A:** An element of a convex set `S` in a real inner product space `H`, which may be infinite-dimensional. In the Hartree example it is a density matrix, not a wavefunction.

```lean
import Mathlib

open Set Filter Topology

namespace OptimalDamping

variable {H : Type*} [NormedAddCommGroup H] [InnerProductSpace ℝ H]
```

The physical assumptions on the energy are collected in one structure.

```lean
/-- The energy `E` is convex on the convex set `S` of states, and the mean-field operator `F`
is its gradient relative to `S`, Lipschitz on `S` with constant `L ≥ 0`. -/
structure SmoothConvexEnergy (E : H → ℝ) (F : H → H) (S : Set H) (L : ℝ) : Prop where
  convex : ConvexOn ℝ S E
  grad : ∀ x ∈ S, HasFDerivWithinAt E (innerSL ℝ (F x)) S x
  lip : ∀ x ∈ S, ∀ y ∈ S, ‖F x - F y‖ ≤ L * ‖x - y‖
  L_nonneg : 0 ≤ L
```

`convex` includes convexity of `S` itself. `grad` says that pairing with `F x` gives the derivative of `E` at `x` relative to `S`, so only displacements within the set of states matter.

**Q:** And where is the aufbau principle?

**A:** It is stated variationally. In the Hartree example, filling the $N$ lowest orbitals of $F(D)$ minimizes $\operatorname{tr}(F(D)D')$ over all admissible $D'$.

```lean
/-- `s` is an aufbau state for `x`: it minimizes the linearized energy `⟨F x, s⟩` over `S`. -/
def IsAufbau (F : H → H) (S : Set H) (x s : H) : Prop :=
  s ∈ S ∧ ∀ y ∈ S, inner ℝ (F x) s ≤ inner ℝ (F x) y
```

A damping step then asks for such a state and an exact minimizer on the segment.

```lean
/-- One optimal damping step: `x'` minimizes the energy on the segment from `x` to an
aufbau state for `x`. -/
def IsODAStep (E : H → ℝ) (F : H → H) (S : Set H) (x x' : H) : Prop :=
  ∃ s, IsAufbau F S x s ∧ x' ∈ segment ℝ x s ∧ ∀ y ∈ segment ℝ x s, E x' ≤ E y
```

**Q:** So you assume that both exist?

**A:** Yes. The theorems concern a run that has been carried out; they don't construct one. Approximate line searches and rounding are not treated either.

**Q:** Show me how the proof begins.

**A:** With the chain rule along a segment, which stays in `S` by convexity.

```lean
variable {E : H → ℝ} {F : H → H} {S : Set H} {L d : ℝ}

/-- For a `SmoothConvexEnergy`, along the segment between two states of `S`, the energy changes at
the rate given by the mean-field operator at the current point, paired with the direction of the
segment. -/
theorem hasDerivWithinAt_path (h : SmoothConvexEnergy E F S L) {x y : H} (hx : x ∈ S)
    (hy : y ∈ S) {t : ℝ} (ht : t ∈ Icc (0 : ℝ) 1) :
    HasDerivWithinAt (fun u : ℝ => E (x + u • (y - x)))
      (inner ℝ (F (x + t • (y - x))) (y - x)) (Icc 0 1) t := by
  have hm : ∀ u ∈ Icc (0 : ℝ) 1, x + u • (y - x) ∈ S :=
    fun u hu => h.convex.1.add_smul_sub_mem hx hy hu
  have hl : HasDerivWithinAt (fun u : ℝ => x + u • (y - x)) (y - x) (Icc 0 1) t :=
    (((hasDerivAt_id' t).smul_const (y - x)).const_add x).hasDerivWithinAt.congr_deriv
      (one_smul ℝ _)
  exact (h.grad _ (hm t ht)).comp_hasDerivWithinAt t hl hm
```

For the quadratic upper bound, Lean does not integrate. It subtracts the quadratic model from the energy, shows that the difference has nonpositive slope, and concludes with `antitoneOn_of_deriv_nonpos` that it can't increase.

```lean
/-- For a `SmoothConvexEnergy`, mixing a fraction `t` in `[0, 1]` of `y` into `x`, both in `S`,
raises the energy by at most `t ⟨F x, y - x⟩ + L t² ‖y - x‖² / 2`. -/
theorem energy_mix_le (h : SmoothConvexEnergy E F S L) {x y : H} (hx : x ∈ S)
    (hy : y ∈ S) {t : ℝ} (ht : t ∈ Icc (0 : ℝ) 1) :
    E (x + t • (y - x)) ≤
      E x + t * inner ℝ (F x) (y - x) + L / 2 * t ^ 2 * ‖y - x‖ ^ 2 := by
  -- the slope, along the segment, of the energy minus its quadratic model
  have hd : ∀ u ∈ Icc (0 : ℝ) 1, HasDerivWithinAt
      (fun u : ℝ => E (x + u • (y - x)) -
        (u * inner ℝ (F x) (y - x) + L / 2 * (u * u) * ‖y - x‖ ^ 2))
      (inner ℝ (F (x + u • (y - x))) (y - x) -
        (inner ℝ (F x) (y - x) + L * u * ‖y - x‖ ^ 2)) (Icc 0 1) u := by
    intro u hu
    have hq : HasDerivAt
        (fun u : ℝ => u * inner ℝ (F x) (y - x) + L / 2 * (u * u) * ‖y - x‖ ^ 2)
        (inner ℝ (F x) (y - x) + L * u * ‖y - x‖ ^ 2) u :=
      (((hasDerivAt_id' u).mul_const _).fun_add
        ((((hasDerivAt_id' u).fun_mul (hasDerivAt_id' u)).const_mul (L / 2)).mul_const
          _)).congr_deriv (by ring)
    exact (hasDerivWithinAt_path h hx hy hu).fun_sub hq.hasDerivWithinAt
  have hanti := antitoneOn_of_deriv_nonpos (convex_Icc (0 : ℝ) 1)
    (fun u hu => (hd u hu).continuousWithinAt)
    (fun u hu => ((hd u (interior_subset hu)).mono interior_subset).differentiableWithinAt)
    (by
      intro u hu
      rw [interior_Icc] at hu
      have hu' := Ioo_subset_Icc_self hu
      rw [((hd u hu').hasDerivAt (Icc_mem_nhds hu.1 hu.2)).deriv]
      have h1 := real_inner_le_norm (F (x + u • (y - x)) - F x) (y - x)
      rw [inner_sub_left] at h1
      have h2 := h.lip _ (h.convex.1.add_smul_sub_mem hx hy hu') x hx
      rw [add_sub_cancel_left, norm_smul, Real.norm_of_nonneg hu.1.le] at h2
      have h3 := mul_le_mul_of_nonneg_right h2 (norm_nonneg (y - x))
      nlinarith [h1, h3])
  have h4 := hanti (left_mem_Icc.2 zero_le_one) ht ht.1
  simp only [zero_smul, add_zero, zero_mul, mul_zero, sub_zero] at h4
  nlinarith [h4]
```

The slope at the start of the segment is then written as a limit of difference quotients.

```lean
/-- For a `SmoothConvexEnergy`, the initial slope of the energy from `x` towards `y`, both in `S`,
is `⟨F x, y - x⟩`. -/
theorem tendsto_initial_slope (h : SmoothConvexEnergy E F S L) {x y : H} (hx : x ∈ S)
    (hy : y ∈ S) : Tendsto (fun t : ℝ => (E (x + t • (y - x)) - E x) / t) (𝓝[>] 0)
      (𝓝 (inner ℝ (F x) (y - x))) := by
  have h0 := (hasDerivWithinAt_path h hx hy (left_mem_Icc.2 zero_le_one)).mono
    Ioc_subset_Icc_self
  rw [hasDerivWithinAt_iff_tendsto_slope' (by simp),
    nhdsWithin_Ioc_eq_nhdsGT (zero_lt_one : (0 : ℝ) < 1)] at h0
  simp only [zero_smul, add_zero] at h0
  refine h0.congr fun t => ?_
  rw [slope_def_field]
  simp only [zero_smul, add_zero, sub_zero]
```

`le_of_tendsto` carries the convexity inequality through that limit, and the aufbau property replaces the reference state, here called `q`, by `s`.

```lean
/-- For a `SmoothConvexEnergy` and `x` in `S`, the energy error of `x` relative to any state `q` of
`S` is at most the aufbau gap `⟨F x, x - s⟩`, where `s` is an aufbau state for `x`. -/
theorem energy_error_le_gap (h : SmoothConvexEnergy E F S L) {x s q : H} (hx : x ∈ S)
    (hs : IsAufbau F S x s) (hq : q ∈ S) : E x - E q ≤ inner ℝ (F x) (x - s) := by
  -- convexity keeps the tangent below the energy
  have h1 : inner ℝ (F x) (q - x) ≤ E q - E x := by
    refine le_of_tendsto (tendsto_initial_slope h hx hq) ?_
    filter_upwards [Ioc_mem_nhdsGT (zero_lt_one : (0 : ℝ) < 1)] with t ht
    rw [div_le_iff₀ ht.1]
    have hc := h.convex.2 hx hq (sub_nonneg.2 ht.2) ht.1.le (by ring)
    have e : (1 - t) • x + t • q = x + t • (q - x) := by module
    rw [e] at hc
    simp only [smul_eq_mul] at hc
    linarith
  have h2 := hs.2 q hq
  rw [inner_sub_right] at h1 ⊢
  linarith
```

**Q:** Does self-consistency mean what I expect?

**A:** It means that a state is an aufbau state for its own mean field. Under these assumptions, that is equivalent to being a global minimizer over `S`. In one direction the initial slopes at a minimizer are nonnegative; in the other the aufbau gap vanishes.

```lean
/-- For a `SmoothConvexEnergy`, a state of `S` minimizes the energy over `S` exactly when it is an
aufbau state for itself. -/
theorem minimizer_iff_selfConsistent (h : SmoothConvexEnergy E F S L) {p : H} (hp : p ∈ S) :
    (∀ y ∈ S, E p ≤ E y) ↔ IsAufbau F S p p := by
  constructor
  · refine fun hmin => ⟨hp, fun y hy => ?_⟩
    have h1 : 0 ≤ inner ℝ (F p) (y - p) := by
      refine ge_of_tendsto (tendsto_initial_slope h hp hy) ?_
      filter_upwards [Ioc_mem_nhdsGT (zero_lt_one : (0 : ℝ) < 1)] with t ht
      exact div_nonneg (sub_nonneg.2 (hmin _
        (h.convex.1.add_smul_sub_mem hp hy ⟨ht.1.le, ht.2⟩))) ht.1.le
    rw [inner_sub_right] at h1
    linarith
  · intro hs y hy
    have h1 := energy_error_le_gap h hp hs hy
    rw [sub_self, inner_zero_right] at h1
    linarith
```

**Q:** Where does the line search enter?

**A:** In `hmin`, which compares the new energy with that of the trial mixture. The remaining lines combine the quadratic bound, the gap and the diameter.

```lean
/-- For a `SmoothConvexEnergy` on a set `S` of diameter at most `d`, and any `t` in `[0, 1]`: after
an optimal damping step from `x` in `S`, the energy error relative to `p` in `S` is at most `1 - t`
times the error before the step, plus `L d² t² / 2`. -/
theorem step_error_le (h : SmoothConvexEnergy E F S L)
    (hd : ∀ x ∈ S, ∀ y ∈ S, ‖x - y‖ ≤ d) {x x' p : H} (hx : x ∈ S) (hp : p ∈ S)
    (hstep : IsODAStep E F S x x') {t : ℝ} (ht : t ∈ Icc (0 : ℝ) 1) :
    E x' - E p ≤ (1 - t) * (E x - E p) + L * d ^ 2 / 2 * t ^ 2 := by
  obtain ⟨s, hs, -, hmin⟩ := hstep
  have h1 := hmin (x + t • (s - x)) (by rw [segment_eq_image']; exact ⟨t, ht, rfl⟩)
  have h2 := energy_mix_le h hx hs.1 ht
  have h3 := mul_le_mul_of_nonneg_left (energy_error_le_gap h hx hs hp) ht.1
  have h4 := pow_le_pow_left₀ (norm_nonneg _) (hd s hs.1 x hx) 2
  have hL := h.L_nonneg
  have h5 := mul_le_mul_of_nonneg_left h4 (by positivity : 0 ≤ L / 2 * t ^ 2)
  rw [inner_sub_right] at h2 h3
  linarith
```

A short induction keeps every iterate in `S`, so this estimate can be applied at each step.

```lean
/-- For a `SmoothConvexEnergy`, an optimal damping run that starts in `S` stays in `S`. -/
theorem run_mem (h : SmoothConvexEnergy E F S L) {x : ℕ → H} (h0 : x 0 ∈ S)
    (hstep : ∀ k, IsODAStep E F S (x k) (x (k + 1))) (k : ℕ) : x k ∈ S := by
  induction k with
  | zero => exact h0
  | succ n ih =>
    obtain ⟨s, hs, hseg, -⟩ := hstep n
    exact h.convex.1.segment_subset ih hs.1 hseg
```

The main theorem repeats the induction above: `base` uses $t=1$, and `succ` uses $t=2/(n+2)$, with `h3` as the final fraction inequality.

```lean
/-- Convergence rate of optimal damping for a `SmoothConvexEnergy`: on a set `S` of diameter at most
`d`, after `k ≥ 1` steps from a state of `S` the energy exceeds that of any state `p` of `S` by at
most `2 L d² / (k + 2)`. -/
theorem oda_energy_error_le (h : SmoothConvexEnergy E F S L)
    (hd : ∀ x ∈ S, ∀ y ∈ S, ‖x - y‖ ≤ d) {x : ℕ → H} (h0 : x 0 ∈ S)
    (hstep : ∀ k, IsODAStep E F S (x k) (x (k + 1))) {p : H} (hp : p ∈ S)
    {k : ℕ} (hk : 1 ≤ k) : E (x k) - E p ≤ 2 * L * d ^ 2 / (k + 2) := by
  have hL := h.L_nonneg
  have hC : 0 ≤ L * d ^ 2 := by positivity
  induction k, hk using Nat.le_induction with
  | base =>
    -- the full step t = 1 forgets the initial error
    have h1 : E (x 1) - E p ≤ (1 - 1) * (E (x 0) - E p) + L * d ^ 2 / 2 * 1 ^ 2 :=
      step_error_le h hd h0 hp (hstep 0) (right_mem_Icc.2 zero_le_one)
    rw [le_div_iff₀ (by positivity)]
    push_cast
    linarith
  | succ n hn ih =>
    -- compare with the damping t = 2 / (n + 2)
    have hn0 : (0 : ℝ) ≤ n := Nat.cast_nonneg n
    have ht : 2 / ((n : ℝ) + 2) ≤ 1 := by
      rw [div_le_one (by positivity)]
      linarith
    have h1 := step_error_le h hd (run_mem h h0 hstep n) hp (hstep n)
      (t := 2 / ((n : ℝ) + 2)) ⟨by positivity, ht⟩
    have h2 := mul_le_mul_of_nonneg_left ih (sub_nonneg.2 ht)
    have h3 : ((n : ℝ) + 1) / (n + 2) ^ 2 ≤ 1 / (n + 3) := by
      rw [div_le_div_iff₀ (by positivity) (by positivity)]
      nlinarith
    calc E (x (n + 1)) - E p
        ≤ (1 - 2 / ((n : ℝ) + 2)) * (2 * L * d ^ 2 / (n + 2))
          + L * d ^ 2 / 2 * (2 / ((n : ℝ) + 2)) ^ 2 := by linarith
      _ = 2 * (L * d ^ 2) * (((n : ℝ) + 1) / (n + 2) ^ 2) := by
          field_simp
          ring
      _ ≤ 2 * (L * d ^ 2) * (1 / ((n : ℝ) + 3)) :=
          mul_le_mul_of_nonneg_left h3 (by positivity)
      _ = 2 * L * d ^ 2 / (((n + 1 : ℕ) : ℝ) + 2) := by
          push_cast
          ring
```

**Q:** You never required `p` to be a minimizer.

**A:** The bound holds for every reference state in `S`. If `p` is a minimizer, the energies are also bounded below by $E(p)$, and they converge to $E(p)$ by squeezing. Convergence of the states themselves is not claimed.

```lean
/-- For a `SmoothConvexEnergy` on a set `S` of diameter at most `d`, if `p` in `S` minimizes the
energy over `S`, the energies of an optimal damping run started in `S` converge to `E p`. -/
theorem oda_energy_tendsto (h : SmoothConvexEnergy E F S L)
    (hd : ∀ x ∈ S, ∀ y ∈ S, ‖x - y‖ ≤ d) {x : ℕ → H} (h0 : x 0 ∈ S)
    (hstep : ∀ k, IsODAStep E F S (x k) (x (k + 1))) {p : H} (hp : p ∈ S)
    (hmin : ∀ y ∈ S, E p ≤ E y) : Tendsto (fun k => E (x k)) atTop (𝓝 (E p)) := by
  have hb : Tendsto (fun k : ℕ => E p + 2 * L * d ^ 2 / ((k : ℝ) + 2)) atTop
      (𝓝 (E p + 0)) :=
    tendsto_const_nhds.add (tendsto_const_nhds.div_atTop
      (tendsto_atTop_add_const_right _ _ tendsto_natCast_atTop_atTop))
  rw [add_zero] at hb
  refine tendsto_of_tendsto_of_tendsto_of_le_of_le' tendsto_const_nhds hb
    (Eventually.of_forall fun k => hmin _ (run_mem h h0 hstep k)) ?_
  filter_upwards [eventually_ge_atTop 1] with k hk
  linarith [oda_energy_error_le h hd h0 hstep hp hk]
```

**Q:** What goes wrong if the energy isn't convex?

**A:** Take $E(x)=-x^2$ on $[-1,1]$, with $F(x)=-2x$, $L=2$ and $d=2$. Start at $x_0=0$. There $F(0)=0$, so $0$ is an aufbau state for itself and the run may stay at $0$ forever. Its error relative to $p=1$ remains $1$, while the bound $16/(k+2)$ falls below $1$ at $k=15$. With the other assumptions kept, the rate can therefore fail for a nonconvex energy.

**Q:** And is there a case that meets your assumptions?

**A:** Change the sign. For $x^2$ on $[-1,1]$, start at $1$. The aufbau state is $-1$, and the line search lands on $0$. From then on the mean field vanishes, every state is an aufbau state, and the run stays at the minimum.

```lean
/-- The energy `x²` on `[-1, 1]`, with gradient `2x` and `L = 2`, meets the assumptions, and
`1, 0, 0, …` is an optimal damping run for it. -/
theorem oda_witness :
    SmoothConvexEnergy (fun x : ℝ => x ^ 2) (fun x => 2 * x) (Icc (-1) 1) 2 ∧
    ∀ k : ℕ, IsODAStep (fun x : ℝ => x ^ 2) (fun x => 2 * x) (Icc (-1) 1)
      (if k = 0 then 1 else 0) 0 := by
  refine ⟨⟨(even_two.convexOn_pow).subset (subset_univ _) (convex_Icc _ _), ?_, ?_,
    by norm_num⟩, fun k => ?_⟩
  · intro x _
    have h1 : HasDerivAt (fun x : ℝ => x ^ 2) (2 * x) x := by
      simpa using hasDerivAt_pow 2 x
    have e : (innerSL ℝ (2 * x) : ℝ →L[ℝ] ℝ) =
        ContinuousLinearMap.toSpanSingleton ℝ (2 * x) :=
      ContinuousLinearMap.ext fun v => by
        show inner ℝ (2 * x) v = v * (2 * x)
        simp only [RCLike.inner_apply, conj_trivial]
    exact (h1.hasFDerivAt.congr_fderiv e.symm).hasFDerivWithinAt
  · intro x _ y _
    show ‖2 * x - 2 * y‖ ≤ 2 * ‖x - y‖
    rw [← mul_sub, norm_mul, Real.norm_of_nonneg (by norm_num : (0 : ℝ) ≤ 2)]
  · have hsq : ∀ y : ℝ, (0 : ℝ) ^ 2 ≤ y ^ 2 := fun y => by nlinarith [sq_nonneg y]
    by_cases hk : k = 0
    · rw [if_pos hk]
      refine ⟨-1, ⟨by norm_num, fun y hy => ?_⟩,
        ⟨1 / 2, 1 / 2, by norm_num, by norm_num, by norm_num, by norm_num⟩,
        fun y _ => hsq y⟩
      simp only [RCLike.inner_apply, conj_trivial]
      linarith [hy.1]
    · rw [if_neg hk]
      exact ⟨1, ⟨by norm_num, fun y _ => by simp⟩, left_mem_segment ℝ _ _,
        fun y _ => hsq y⟩

end OptimalDamping
```

```lean
#print axioms OptimalDamping.minimizer_iff_selfConsistent
#print axioms OptimalDamping.oda_energy_error_le
#print axioms OptimalDamping.oda_energy_tendsto
```

```
'OptimalDamping.minimizer_iff_selfConsistent' depends on axioms: [propext, Classical.choice, Quot.sound]
'OptimalDamping.oda_energy_error_le' depends on axioms: [propext, Classical.choice, Quot.sound]
'OptimalDamping.oda_energy_tendsto' depends on axioms: [propext, Classical.choice, Quot.sound]
```
